# Campbell's degrees of rate control sum to one for a differentiable, nonzero rate with unique steady states

## Do the degrees of rate control really add up to one?

Let a surface mechanism have finitely many steps $i$, with rate constants $k_i>0$, net rates $k_i g_i(\theta)$ at coverages $\theta$, and stoichiometric vectors $\nu_i$. A steady state satisfies $\sum_i k_i g_i(\theta)\,\nu_i=0$. I assume that it has exactly one solution $\theta(k)$ for every positive $k$. I follow the rate of one chosen step $s$, $r(k)=k_s g_s(\theta(k))$, and define Campbell's degree of rate control of step $i$ as

$$X_i=\frac{k_i}{r}\,\frac{\partial r}{\partial k_i},$$

with the other rate constants and all functions $g_i$ held fixed. For a reversible step, $g_i$ contains the equilibrium constant, which therefore stays fixed too. I have often read that $\sum_i X_i=1$. Can this be proved rigorously, with a machine-checked proof, wherever $r$ is differentiable and nonzero?

## Scaling all rate constants together

Yes. The proof multiplies every rate constant by the same factor $c>0$. The steady-state sum becomes

$$\sum_i (c k_i)\,g_i(\theta)\,\nu_i=c\sum_i k_i\,g_i(\theta)\,\nu_i ,$$

which vanishes for the same coverages as before. Since the steady state is unique, $\theta(ck)=\theta(k)$, and therefore

$$r(ck)=c\,k_s\,g_s(\theta(ck))=c\,k_s\,g_s(\theta(k))=c\,r(k).$$

Now differentiate $r(ck)$ with respect to $c$ at $c=1$. The right-hand side gives $r(k)$. On the left, the chain rule applies because $r$ is differentiable at $k$, and $d(ck_i)/dc=k_i$. Hence

$$\sum_i k_i\,\frac{\partial r}{\partial k_i}=r(k),$$

and division by $r(k)\neq0$ gives $\sum_i X_i=1$.

The same argument applies to an observable $\varphi(\theta(k))$ of the coverages that is differentiable in $k$. It is constant along the scaling, so $\sum_i k_i\,\partial\varphi/\partial k_i=0$.

In a mean-field model with unique steady states and transition-state-theory rate constants, the relation $r(ck)=c\,r(k)$ says how a uniform error in computed barriers acts: raising all transition-state free energies by $\delta$ multiplies every $k_i$ by $e^{-\delta/RT}$, and so lowers $\ln r$ by exactly $\delta/RT$ (for $r>0$).

## Adsorption followed by removal

Number two steps 0 and 1. Reversible adsorption has $g_0=2(1-\theta)-\theta$ and $\nu_0=1$, where $k_0$ is the desorption rate constant and the factor 2 is the adsorption equilibrium constant times the gas pressure; irreversible removal has $g_1=\theta$ and $\nu_1=-1$. The steady state requires $k_0(2-3\theta)=k_1\theta$, so

$$\theta=\frac{2k_0}{3k_0+k_1},\qquad r=k_0(2-3\theta)=\frac{2k_0k_1}{3k_0+k_1}.$$

Taking the logarithmic derivative with respect to $k_0$ gives

$$X_0=1-\frac{3k_0}{3k_0+k_1}=\frac{k_1}{3k_0+k_1},$$

and the sum rule then gives $X_1=3k_0/(3k_0+k_1)$. Adsorption controls the rate when removal is fast, and removal controls it when adsorption is fast.

## What the Lean theorem says

The steps form a finite type `ι`. The admissible coverages form an arbitrary type `Θ`, so site balances and positivity can be built into it. The vectors `ν i` lie in a real vector space `V`.

- `SteadyState g ν k x` is the steady-state equation at coverages `x`.
- `IsCoverageMap g ν θ` says that, for all positive `k`, `x` is steady exactly when `x = θ k`. This contains both existence and uniqueness, and it excludes mechanisms with several steady states at the same rate constants.
- `rate g θ s` is the function $r$ for the chosen step `s`.
- `partialRate` is an ordinary one-variable derivative in which only `k i` changes, and `degreeOfRateControl` is $X_i$.

The main theorem, `sum_degreeOfRateControl`, takes a coverage map, a positive `k`, and a rate that is differentiable and nonzero at `k`. It concludes that the degrees of rate control sum to one.

Differentiability means that the rate responds smoothly to small changes of the constants; it is assumed here, not derived from the rate laws. A nonzero rate means that the chosen step has net turnover, which fails at equilibrium.

A reversible step has a single constant `k i`, with its equilibrium constant inside `g i`. Varying `k i` therefore changes the forward and reverse rates by the same factor. The theorem concerns the rate of one step and says nothing about the stability of the steady state. Coverage correlations beyond a rate law of the form $k_i g_i(\theta)$ are not modelled.

```lean
import Mathlib

open Finset

namespace CampbellRateControl

noncomputable section

variable {ι Θ V : Type*} [Fintype ι] [AddCommGroup V] [Module ℝ V]

/-- The coverages `x` are steady at rate constants `k`: the net rates `k i * g i x`,
weighted by the stoichiometric vectors `ν i`, add up to zero. -/
def SteadyState (g : ι → Θ → ℝ) (ν : ι → V) (k : ι → ℝ) (x : Θ) : Prop :=
  ∑ i, (k i * g i x) • ν i = 0

/-- For all positive rate constants `k`, the coverages `θ k` are the one and only
steady state. -/
def IsCoverageMap (g : ι → Θ → ℝ) (ν : ι → V) (θ : (ι → ℝ) → Θ) : Prop :=
  ∀ k : ι → ℝ, (∀ i, 0 < k i) → ∀ x, SteadyState g ν k x ↔ x = θ k

/-- The net rate of step `s` at the coverages `θ k`, as a function of the rate constants. -/
def rate (g : ι → Θ → ℝ) (θ : (ι → ℝ) → Θ) (s : ι) (k : ι → ℝ) : ℝ :=
  k s * g s (θ k)

/-- The partial derivative of `f` with respect to the rate constant of step `i`,
all other rate constants being held fixed. -/
def partialRate [DecidableEq ι] (f : (ι → ℝ) → ℝ) (k : ι → ℝ) (i : ι) : ℝ :=
  deriv (fun x => f (Function.update k i x)) (k i)

/-- Campbell's degree of rate control of step `i` for the rate `r`:
`(k i / r) ∂r/∂(k i)`. -/
def degreeOfRateControl [DecidableEq ι] (r : (ι → ℝ) → ℝ) (k : ι → ℝ) (i : ι) : ℝ :=
  k i / r k * partialRate r k i

/-- Multiplying all rate constants by a common nonzero factor does not change which
coverages are steady. -/
theorem steadyState_smul (g : ι → Θ → ℝ) (ν : ι → V) (k : ι → ℝ) (x : Θ)
    {c : ℝ} (hc : c ≠ 0) : SteadyState g ν (c • k) x ↔ SteadyState g ν k x := by
  have h : ∑ i, ((c • k) i * g i x) • ν i = c • ∑ i, (k i * g i x) • ν i := by
    rw [Finset.smul_sum]
    refine Finset.sum_congr rfl fun i _ => ?_
    rw [smul_smul, Pi.smul_apply, smul_eq_mul, mul_assoc]
  unfold SteadyState
  rw [h]
  simp [hc]

/-- The steady-state coverages are unchanged when all rate constants are multiplied by a
common positive factor. -/
theorem coverage_smul {g : ι → Θ → ℝ} {ν : ι → V} {θ : (ι → ℝ) → Θ}
    (hθ : IsCoverageMap g ν θ) {k : ι → ℝ} (hk : ∀ i, 0 < k i) {c : ℝ} (hc : 0 < c) :
    θ (c • k) = θ k := by
  have hck : ∀ i, 0 < (c • k) i := fun i => mul_pos hc (hk i)
  exact ((hθ _ hck _).1 ((steadyState_smul g ν k _ hc.ne').2 ((hθ k hk _).2 rfl))).symm

/-- If `f` is differentiable at `k` and `c ↦ f (c • k)` has derivative `d` at `c = 1`, then the sum
of `k i ∂f/∂(k i)` over all steps is `d`. -/
theorem sum_mul_partialRate [DecidableEq ι] {f : (ι → ℝ) → ℝ} {k : ι → ℝ} {d : ℝ}
    (hf : DifferentiableAt ℝ f k) (hd : HasDerivAt (fun c : ℝ => f (c • k)) d 1) :
    ∑ i, k i * partialRate f k i = d := by
  -- partial derivatives are the total derivative applied to unit vectors
  have hpart : ∀ i, partialRate f k i = fderiv ℝ f k (Pi.single i 1) := by
    intro i
    have h1 : HasFDerivAt f (fderiv ℝ f k) (Function.update k i (k i)) := by
      rw [Function.update_eq_self]
      exact hf.hasFDerivAt
    exact (h1.comp_hasDerivAt (k i) (hasDerivAt_update k i (k i))).deriv
  -- chain rule along the ray of common scalings
  have hline : HasDerivAt (fun c : ℝ => c • k) k 1 :=
    ((hasDerivAt_id (1 : ℝ)).smul_const k).congr_deriv (one_smul ℝ k)
  have h2 : HasFDerivAt f (fderiv ℝ f k) ((1 : ℝ) • k) := by
    rw [one_smul]
    exact hf.hasFDerivAt
  have h3 : d = fderiv ℝ f k k := hd.unique (h2.comp_hasDerivAt (1 : ℝ) hline)
  have hsum : ∑ i, k i • (Pi.single i (1 : ℝ) : ι → ℝ) = k := by
    ext j
    simp [Finset.sum_apply, Pi.single_apply]
  calc ∑ i, k i * partialRate f k i
      = fderiv ℝ f k (∑ i, k i • (Pi.single i (1 : ℝ) : ι → ℝ)) := by
        simp only [hpart, map_sum, map_smul, smul_eq_mul]
    _ = d := by rw [hsum, h3]

/-- **Sum rule for the degrees of rate control.** If the steady state is unique for all
positive rate constants, and the rate of step `s` is differentiable and nonzero at `k`,
then Campbell's degrees of rate control for this rate sum to one. -/
theorem sum_degreeOfRateControl [DecidableEq ι] {g : ι → Θ → ℝ} {ν : ι → V}
    {θ : (ι → ℝ) → Θ} (hθ : IsCoverageMap g ν θ) (s : ι) {k : ι → ℝ}
    (hk : ∀ i, 0 < k i) (hdiff : DifferentiableAt ℝ (rate g θ s) k)
    (hr : rate g θ s k ≠ 0) :
    ∑ i, degreeOfRateControl (rate g θ s) k i = 1 := by
  -- the rate is proportional to a common factor in the rate constants
  have hd : HasDerivAt (fun c : ℝ => rate g θ s (c • k)) (rate g θ s k) 1 := by
    have h := ((hasDerivAt_id' (1 : ℝ)).mul_const (rate g θ s k)).congr_deriv (one_mul _)
    refine h.congr_of_eventuallyEq ?_
    filter_upwards [Ioi_mem_nhds (zero_lt_one' ℝ)] with c hc
    simp only [rate, coverage_smul hθ hk hc, Pi.smul_apply, smul_eq_mul, mul_assoc]
  have hsum := sum_mul_partialRate hdiff hd
  calc ∑ i, degreeOfRateControl (rate g θ s) k i
      = (∑ i, k i * partialRate (rate g θ s) k i) / rate g θ s k := by
        rw [Finset.sum_div]
        refine Finset.sum_congr rfl fun i _ => ?_
        unfold degreeOfRateControl
        ring
    _ = 1 := by rw [hsum, div_self hr]

/-- For any observable `φ` of the steady-state coverages that is differentiable in the rate
constants, the responses `k i ∂φ/∂(k i)` sum to zero. -/
theorem sum_coverage_response [DecidableEq ι] {g : ι → Θ → ℝ} {ν : ι → V}
    {θ : (ι → ℝ) → Θ} (hθ : IsCoverageMap g ν θ) (φ : Θ → ℝ) {k : ι → ℝ}
    (hk : ∀ i, 0 < k i) (hdiff : DifferentiableAt ℝ (fun q => φ (θ q)) k) :
    ∑ i, k i * partialRate (fun q => φ (θ q)) k i = 0 := by
  refine sum_mul_partialRate hdiff ?_
  refine (hasDerivAt_const (1 : ℝ) (φ (θ k))).congr_of_eventuallyEq ?_
  filter_upwards [Ioi_mem_nhds (zero_lt_one' ℝ)] with c hc
  simp only [coverage_smul hθ hk hc]

/-- Rate laws of a two-step example: reversible adsorption `2 (1 - x) - x` and irreversible
removal `x`, where `x` is the coverage. -/
def exampleG : Fin 2 → ℝ → ℝ := ![fun x => 2 * (1 - x) - x, fun x => x]

/-- Adsorption creates one adsorbate and removal consumes one. -/
def exampleNu : Fin 2 → ℝ := ![1, -1]

/-- The coverage `2 k₀ / (3 k₀ + k₁)` of the two-step example. -/
def exampleTheta (k : Fin 2 → ℝ) : ℝ := 2 * k 0 / (3 * k 0 + k 1)

/-- In the two-step example the steady state is unique for all positive rate constants, and
the adsorption rate is differentiable and nonzero there. -/
theorem sum_degreeOfRateControl_witness :
    IsCoverageMap exampleG exampleNu exampleTheta ∧
    ∀ k : Fin 2 → ℝ, (∀ i, 0 < k i) →
      DifferentiableAt ℝ (rate exampleG exampleTheta 0) k ∧
      rate exampleG exampleTheta 0 k ≠ 0 := by
  refine ⟨fun k hk x => ?_, fun k hk => ?_⟩
  · have h0 := hk 0
    have h1 := hk 1
    have hne : 3 * k 0 + k 1 ≠ 0 := by positivity
    have e : SteadyState exampleG exampleNu k x ↔
        k 0 * (2 * (1 - x) - x) * 1 + k 1 * x * (-1) = 0 := by
      simp only [SteadyState, Fin.sum_univ_two]
      exact Iff.rfl
    rw [e, exampleTheta, eq_div_iff hne]
    constructor <;> intro h <;> linear_combination (-1 : ℝ) * h
  · have h0 := hk 0
    have h1 := hk 1
    have hne : 3 * k 0 + k 1 ≠ 0 := by positivity
    constructor
    · change DifferentiableAt ℝ (fun q : Fin 2 → ℝ => q 0 *
        (2 * (1 - 2 * q 0 / (3 * q 0 + q 1)) - 2 * q 0 / (3 * q 0 + q 1))) k
      fun_prop (disch := assumption)
    · have e : rate exampleG exampleTheta 0 k = 2 * k 0 * k 1 / (3 * k 0 + k 1) := by
        change k 0 * (2 * (1 - 2 * k 0 / (3 * k 0 + k 1)) - 2 * k 0 / (3 * k 0 + k 1)) = _
        field_simp
        ring
      rw [e]
      positivity

/-- In the two-step example the degrees of rate control of adsorption and removal are
`k₁ / (3 k₀ + k₁)` and `3 k₀ / (3 k₀ + k₁)`. -/
theorem example_degrees {k : Fin 2 → ℝ} (hk : ∀ i, 0 < k i) :
    degreeOfRateControl (rate exampleG exampleTheta 0) k 0 = k 1 / (3 * k 0 + k 1) ∧
    degreeOfRateControl (rate exampleG exampleTheta 0) k 1 = 3 * k 0 / (3 * k 0 + k 1) := by
  have h0 := hk 0
  have h1 := hk 1
  have hne : 3 * k 0 + k 1 ≠ 0 := by positivity
  have hX : degreeOfRateControl (rate exampleG exampleTheta 0) k 0
      = k 1 / (3 * k 0 + k 1) := by
    have hu := ((hasDerivAt_id' (k 0)).const_mul 2).fun_div
      (((hasDerivAt_id' (k 0)).const_mul 3).add_const (k 1)) hne
    have hf := (hasDerivAt_id' (k 0)).fun_mul (((hu.const_sub 1).const_mul 2).fun_sub hu)
    have e : (fun x => rate exampleG exampleTheta 0 (Function.update k 0 x)) = fun x =>
        x * (2 * (1 - 2 * x / (3 * x + k 1)) - 2 * x / (3 * x + k 1)) := by
      funext x
      simp [rate, exampleG, exampleTheta]
    have er : rate exampleG exampleTheta 0 k = 2 * k 0 * k 1 / (3 * k 0 + k 1) := by
      change k 0 * (2 * (1 - 2 * k 0 / (3 * k 0 + k 1)) - 2 * k 0 / (3 * k 0 + k 1)) = _
      field_simp
      ring
    rw [degreeOfRateControl, partialRate, e, hf.deriv, er]
    field_simp
    ring
  refine ⟨hX, ?_⟩
  -- the second degree follows from the sum rule
  obtain ⟨hθ, hreg⟩ := sum_degreeOfRateControl_witness
  have hs := sum_degreeOfRateControl hθ 0 hk (hreg k hk).1 (hreg k hk).2
  rw [Fin.sum_univ_two, hX] at hs
  have hone : k 1 / (3 * k 0 + k 1) + 3 * k 0 / (3 * k 0 + k 1) = 1 := by
    rw [← add_div, add_comm (k 1), div_self hne]
  linarith

end

end CampbellRateControl
```

```lean
#print axioms CampbellRateControl.sum_degreeOfRateControl
#print axioms CampbellRateControl.sum_coverage_response
#print axioms CampbellRateControl.example_degrees
```

```
'CampbellRateControl.sum_degreeOfRateControl' depends on axioms: [propext, Classical.choice, Quot.sound]
'CampbellRateControl.sum_coverage_response' depends on axioms: [propext, Classical.choice, Quot.sound]
'CampbellRateControl.example_degrees' depends on axioms: [propext, Classical.choice, Quot.sound]
```

## How the proof follows the scaling argument

`steadyState_smul` takes the common factor out of the sum. `coverage_smul` then observes that `θ k` is still steady at `c • k`, so uniqueness identifies it with `θ (c • k)`.

`sum_mul_partialRate` is the chain-rule step for a general function `f`. Its part `hpart` identifies each partial derivative with the total derivative applied to a unit vector. `hline` differentiates the ray $c\mapsto ck$, and `h3` equates the derivative along that ray with the total derivative applied to `k`. Linearity and the expansion of `k` in unit vectors (`hsum`) give the sum.

In `sum_degreeOfRateControl`, `hd` supplies the derivative of $r(ck)=c\,r(k)$ at $c=1$. This identity is known only for positive $c$, but a derivative at 1 depends only on nearby values, which is what `congr_of_eventuallyEq` uses. The closing calculation divides by the rate. `sum_coverage_response` repeats the argument with a constant function in place of a proportional one.

For the example, `sum_degreeOfRateControl_witness` verifies the coverage map, the differentiability and the nonzero rate at all positive constants. `example_degrees` finds $X_0$ by the product and quotient rules and obtains $X_1$ from the general theorem.

## A mechanism without a unique steady state

Take a single step with $\nu=0$ and $g(\theta)=\theta$: it turns over reactant but leaves the coverage unchanged. Every coverage is then steady, and the equation does not select one. If the coverage is prepared as $\theta(k)=k/(1+k)$, it is steady for every $k>0$, but

$$r=\frac{k^2}{1+k},\qquad X=\frac{k}{r}\frac{dr}{dk}=\frac{k+2}{k+1}\neq1 .$$

The rate is differentiable and nonzero, so the failure comes from the missing uniqueness: the prepared coverage changes when $k$ is scaled.

## The sum as a check in a microkinetic code

A numerical calculation can multiply one $k_i$ by $e^{h}$ and by $e^{-h}$ for a small $h$, solve for the steady state each time, and form

$$X_i\approx\frac{\ln|r(k_i e^{h})|-\ln|r(k_i e^{-h})|}{2h}.$$

For a reversible step, the forward and reverse constants must both be multiplied by the same factor, so that the equilibrium constant stays fixed. After a loop over all steps, the sum should be one up to finite-difference and solver error. A clear deviation can point to a poorly converged steady state, a reverse constant left unscaled, or a process missing from the loop. For example, a flow term in the balance equations has a rate constant of its own and must be counted as a step. A sum of one does not show that the individual $X_i$ are right, since their errors can cancel.
